# The time-sliced trace of a single spin tends to \(2\cosh\sqrt{a^2+b^2}\)

A spin-½ with Hamiltonian \(H=-\Gamma\sigma_x-B\sigma_z\) at inverse temperature \(\beta\) is described by the dimensionless numbers \(a=\beta\Gamma\) and \(b=\beta B\). Imaginary time is cut into \(n\) slices, each contributing \(e^{x\sigma_x}e^{y\sigma_z}\) with \(x=a/n\), \(y=b/n\). The trace of the \(n\)-fold product has the stated limit for all real \(a,b\); for \(a>0\) it is also the partition function of a classical Ising ring, up to a known prefactor.

```lean
import Mathlib

open Matrix Filter Topology

namespace QuantumClassicalSpin

noncomputable section
```

The two Pauli matrices in this Hamiltonian, \(\sigma_x\) and \(\sigma_z\), are real \(2\times2\) matrices, and `slice` uses the true matrix exponential.

```lean
/-- The Pauli matrix `σx`, which flips the spin. -/
def sigmaX : Matrix (Fin 2) (Fin 2) ℝ := !![0, 1; 1, 0]

/-- The Pauli matrix `σz`, diagonal in the spin basis. -/
def sigmaZ : Matrix (Fin 2) (Fin 2) ℝ := !![1, 0; 0, -1]

/-- One slice of imaginary time: `exp(x σx) exp(y σz)`. -/
def slice (x y : ℝ) : Matrix (Fin 2) (Fin 2) ℝ :=
  NormedSpace.exp (x • sigmaX) * NormedSpace.exp (y • sigmaZ)
```

The hyperbolic angle \(\theta\ge0\) of a slice is defined through its sinh:
\[\sinh^2\theta=\sinh^2x+\sinh^2y+\sinh^2x\,\sinh^2y.\]

```lean
/-- The angle `θ ≥ 0` of a slice, given by
`sinh² θ = sinh² x + sinh² y + sinh² x sinh² y`. -/
def sliceAngle (x y : ℝ) : ℝ :=
  Real.arsinh (Real.sqrt (Real.sinh x ^ 2 + Real.sinh y ^ 2 + Real.sinh x ^ 2 * Real.sinh y ^ 2))
```

Basis states 0 and 1 in `Fin 2` carry the classical spins \(+1\) and \(-1\). Neighbouring slices are coupled by \(K=-\tfrac12\log\tanh x\).

```lean
/-- The classical spin value, `+1` or `-1`, of a basis state. -/
def spin : Fin 2 → ℝ := ![1, -1]

/-- The coupling `K = -(1/2) log tanh x` between neighbouring time slices, for `x > 0`. -/
def timeCoupling (x : ℝ) : ℝ := -(1 / 2) * Real.log (Real.tanh x)
```

The ring has \(m+1\) sites, and \(j+1\) is taken modulo \(m+1\). With \(K\) and the field \(h\) in units of the temperature,
\[Z_m(K,h)=\sum_s\exp\Big(K\sum_j \mathrm{spin}(s_j)\,\mathrm{spin}(s_{j+1})+h\sum_j\mathrm{spin}(s_j)\Big),\]
so \(K>0\) is ferromagnetic. For \(m=0\) the single site is bonded to itself; for \(m=1\) the bond counts twice.

```lean
/-- Partition function of the classical Ising ring with `m + 1` sites, coupling `K` and field `h`,
both in units of the temperature. -/
def isingRing (m : ℕ) (K h : ℝ) : ℝ :=
  ∑ s : Fin (m + 1) → Fin 2,
    Real.exp (K * ∑ j, spin (s j) * spin (s (j + 1)) + h * ∑ j, spin (s j))
```

## One slice as an explicit matrix

If \(S^2=1\), even powers of \(S\) are \(1\) and odd powers are \(S\). The exponential series therefore splits into \(e^{tS}=\cosh t+\sinh t\,S\).

```lean
/-- If `S² = 1`, then `exp(t S) = cosh t + sinh t S`. -/
theorem exp_involution (S : Matrix (Fin 2) (Fin 2) ℝ) (hS : S * S = 1) (t : ℝ) :
    NormedSpace.exp (t • S) = Real.cosh t • (1 : Matrix (Fin 2) (Fin 2) ℝ) + Real.sinh t • S := by
  have h : HasSum (fun n : ℕ => ((n.factorial : ℝ)⁻¹) • (t • S) ^ n)
      (Real.cosh t • (1 : Matrix (Fin 2) (Fin 2) ℝ) + Real.sinh t • S) := by
    -- even powers of S are 1, odd powers are S
    apply HasSum.even_add_odd
    · convert (Real.hasSum_cosh t).smul_const (1 : Matrix (Fin 2) (Fin 2) ℝ) using 2 with k
      rw [smul_pow, pow_mul S, pow_two S, hS, one_pow, smul_smul, div_eq_inv_mul]
    · convert (Real.hasSum_sinh t).smul_const S using 2 with k
      rw [smul_pow, pow_succ S, pow_mul S, pow_two S, hS, one_pow, one_mul, smul_smul,
        div_eq_inv_mul]
  rw [NormedSpace.exp_eq_tsum ℝ]
  exact h.tsum_eq
```

Both \(\sigma_x\) and \(\sigma_z\) square to \(1\). Multiplying their exponentials gives
\[e^{x\sigma_x}e^{y\sigma_z}=\begin{pmatrix}\cosh x\,e^{y}&\sinh x\,e^{-y}\\ \sinh x\,e^{y}&\cosh x\,e^{-y}\end{pmatrix}.\]

```lean
/-- The matrix elements of one time slice in the spin basis. -/
theorem slice_eq (x y : ℝ) :
    slice x y = !![Real.cosh x * Real.exp y, Real.sinh x * Real.exp (-y);
      Real.sinh x * Real.exp y, Real.cosh x * Real.exp (-y)] := by
  have hx : NormedSpace.exp (x • sigmaX)
      = !![Real.cosh x, Real.sinh x; Real.sinh x, Real.cosh x] := by
    rw [exp_involution sigmaX (by rw [sigmaX, Matrix.mul_fin_two, Matrix.one_fin_two]; simp)]
    ext i j
    fin_cases i <;> fin_cases j <;> simp [sigmaX]
  have hz : NormedSpace.exp (y • sigmaZ) = !![Real.exp y, 0; 0, Real.exp (-y)] := by
    have h : Real.cosh y + -Real.sinh y = Real.exp (-y) := by
      rw [← sub_eq_add_neg, Real.cosh_sub_sinh]
    rw [exp_involution sigmaZ (by rw [sigmaZ, Matrix.mul_fin_two, Matrix.one_fin_two]; simp)]
    ext i j
    fin_cases i <;> fin_cases j <;> simp [sigmaZ, h]
  rw [slice, hx, hz, Matrix.mul_fin_two]
  simp
```

## The trace at finite \(n\)

Let \(\det M=1\) and \(\operatorname{tr}M=2\cosh\theta\). Cayley–Hamilton gives \(M^2=2\cosh\theta\,M-1\), so \(t_n=\operatorname{tr}M^n\) obeys
\[t_{n+2}=2\cosh\theta\;t_{n+1}-t_n,\qquad t_0=2,\quad t_1=2\cosh\theta.\]
The addition formulas show that \(2\cosh(n\theta)\) satisfies the same recursion, which is the two-step induction in the proof.

```lean
/-- A real 2×2 matrix with determinant `1` and trace `2 cosh θ` has `tr Mⁿ = 2 cosh(nθ)`. -/
theorem trace_pow_of_det_one (M : Matrix (Fin 2) (Fin 2) ℝ) (θ : ℝ) (hdet : M.det = 1)
    (htr : M.trace = 2 * Real.cosh θ) (n : ℕ) :
    (M ^ n).trace = 2 * Real.cosh (n * θ) := by
  -- Cayley-Hamilton
  have hCH : M * M = (2 * Real.cosh θ) • M - 1 := by
    rw [← htr, Matrix.trace_fin_two]
    rw [Matrix.det_fin_two] at hdet
    ext i j
    fin_cases i <;> fin_cases j <;> simp [Matrix.mul_apply, Fin.sum_univ_two]
    · linear_combination -hdet
    · ring
    · ring
    · linear_combination -hdet
  induction n using Nat.twoStepInduction with
  | zero => simp
  | one => simpa using htr
  | more n h0 h1 =>
    have hp : M ^ (n + 2) = (2 * Real.cosh θ) • M ^ (n + 1) - M ^ n := by
      rw [pow_add, pow_two, hCH, mul_sub, mul_smul_comm, mul_one, pow_succ]
    have e1 : ((n : ℝ) + 2) * θ = (n + 1) * θ + θ := by ring
    have e2 : (n : ℝ) * θ = (n + 1) * θ - θ := by ring
    rw [hp, Matrix.trace_sub, Matrix.trace_smul, h0, h1, smul_eq_mul]
    push_cast
    rw [e1, e2, Real.cosh_add, Real.cosh_sub]
    ring
```

The slice has determinant \(\cosh^2x-\sinh^2x=1\) and trace \(2\cosh x\cosh y\). Its angle fits, because
\[\cosh^2\theta=1+\sinh^2\theta=(1+\sinh^2x)(1+\sinh^2y)=\cosh^2x\,\cosh^2y.\]

```lean
/-- The trace over `n` equal time slices is exactly `2 cosh(nθ)`, with `θ` the slice angle. -/
theorem trace_slice_pow (x y : ℝ) (n : ℕ) :
    (slice x y ^ n).trace = 2 * Real.cosh (n * sliceAngle x y) := by
  have hθ : Real.cosh (sliceAngle x y) = Real.cosh x * Real.cosh y := by
    rw [sliceAngle, Real.cosh_arsinh, Real.sq_sqrt (by positivity),
      show 1 + (Real.sinh x ^ 2 + Real.sinh y ^ 2 + Real.sinh x ^ 2 * Real.sinh y ^ 2)
        = (Real.cosh x * Real.cosh y) ^ 2 by
          rw [mul_pow, Real.cosh_sq x, Real.cosh_sq y]; ring,
      Real.sqrt_sq (mul_pos (Real.cosh_pos x) (Real.cosh_pos y)).le]
  have e : Real.exp y * Real.exp (-y) = 1 := by rw [← Real.exp_add]; simp
  apply trace_pow_of_det_one
  · rw [slice_eq, Matrix.det_fin_two_of]
    linear_combination (Real.cosh x ^ 2 - Real.sinh x ^ 2) * e + Real.cosh_sq x
  · rw [slice_eq, Matrix.trace_fin_two_of, hθ, Real.cosh_eq y]
    ring
```

## The limit of many slices

Suppose \(f(0)=0\), \(f'(0)=d\) and \(nu_n\to c\). Then \(u_n\to0\), and
\[n f(u_n)=(n u_n)\,\frac{f(u_n)}{u_n}\to c\,d.\]
In Lean the quotient is `dslope f 0`, which takes the value \(f'(0)\) where \(u_n=0\).

```lean
/-- If `f(0) = 0`, `f'(0) = d` and `n uₙ → c`, then `n f(uₙ) → c d`. -/
theorem scaled_limit {f : ℝ → ℝ} {u : ℕ → ℝ} {c d : ℝ} (hf : HasDerivAt f d 0) (h0 : f 0 = 0)
    (hu : Tendsto (fun n : ℕ => (n : ℝ) * u n) atTop (𝓝 c)) :
    Tendsto (fun n : ℕ => (n : ℝ) * f (u n)) atTop (𝓝 (c * d)) := by
  have hu0 : Tendsto u atTop (𝓝 0) := by
    have h := hu.mul (tendsto_const_div_atTop_nhds_zero_nat (1 : ℝ))
    rw [mul_zero] at h
    refine h.congr' ?_
    filter_upwards [eventually_ne_atTop 0] with n hn
    have hn' : (n : ℝ) ≠ 0 := Nat.cast_ne_zero.mpr hn
    field_simp
  -- the difference quotient of f is continuous at 0
  have hd : ContinuousAt (dslope f 0) 0 := continuousAt_dslope_same.2 hf.differentiableAt
  have h2 := hu.mul (hd.tendsto.comp hu0)
  rw [dslope_same, hf.deriv] at h2
  refine h2.congr fun n => ?_
  have h3 := sub_smul_dslope f 0 (u n)
  simp only [sub_zero, h0, smul_eq_mul] at h3
  change (n : ℝ) * u n * dslope f 0 (u n) = n * f (u n)
  linear_combination (n : ℝ) * h3
```

With \(f=\sinh\), \(n\sinh(a/n)\to a\), and likewise for \(b\). Writing \(\theta_n\) for the angle at \(x=a/n\), \(y=b/n\),
\[n^2\sinh^2\theta_n=\big(n\sinh\tfrac an\big)^2+\big(n\sinh\tfrac bn\big)^2+\big(n\sinh\tfrac an\big)^2\sinh^2\tfrac bn\to a^2+b^2.\]
Taking the root and applying the lemma to \(f=\operatorname{arsinh}\) gives \(n\theta_n\to\sqrt{a^2+b^2}\). Continuity of cosh finishes the argument.

```lean
/-- For real `a`, `b`, the trace of `(exp((a/n) σx) exp((b/n) σz))ⁿ` tends to
`2 cosh √(a² + b²)` as the number `n` of time slices grows. -/
theorem tendsto_trace_slices (a b : ℝ) :
    Tendsto (fun n : ℕ => (slice (a / n) (b / n) ^ n).trace) atTop
      (𝓝 (2 * Real.cosh (Real.sqrt (a ^ 2 + b ^ 2)))) := by
  have hs : ∀ c : ℝ, Tendsto (fun n : ℕ => (n : ℝ) * Real.sinh (c / n)) atTop (𝓝 c) := by
    intro c
    have h : Tendsto (fun n : ℕ => (n : ℝ) * (c / n)) atTop (𝓝 c) := by
      refine tendsto_const_nhds.congr' ?_
      filter_upwards [eventually_ne_atTop 0] with n hn
      have hn' : (n : ℝ) ≠ 0 := Nat.cast_ne_zero.mpr hn
      field_simp
    simpa using scaled_limit (Real.hasDerivAt_sinh 0) Real.sinh_zero h
  have hb : Tendsto (fun n : ℕ => Real.sinh (b / n)) atTop (𝓝 0) := by
    simpa [Function.comp_def] using
      (Real.continuous_sinh.tendsto 0).comp (tendsto_const_div_atTop_nhds_zero_nat b)
  -- n sinh θ tends to √(a² + b²), hence so does n θ
  have hr := ((((hs a).pow 2).add ((hs b).pow 2)).add (((hs a).pow 2).mul (hb.pow 2))).sqrt
  have hu : Tendsto (fun n : ℕ => (n : ℝ) * Real.sqrt (Real.sinh (a / n) ^ 2
      + Real.sinh (b / n) ^ 2 + Real.sinh (a / n) ^ 2 * Real.sinh (b / n) ^ 2)) atTop
      (𝓝 (Real.sqrt (a ^ 2 + b ^ 2))) := by
    rw [show a ^ 2 + b ^ 2 + a ^ 2 * (0 : ℝ) ^ 2 = a ^ 2 + b ^ 2 by ring] at hr
    refine hr.congr fun n => ?_
    rw [← Real.sqrt_sq (Nat.cast_nonneg (α := ℝ) n), ← Real.sqrt_mul (sq_nonneg _),
      Real.sqrt_sq (Nat.cast_nonneg (α := ℝ) n)]
    congr 1
    ring
  have hθ := scaled_limit (Real.hasDerivAt_arsinh 0) Real.arsinh_zero hu
  have hlim := ((Real.continuous_cosh.tendsto _).comp hθ).const_mul 2
  simp only [trace_slice_pow]
  simpa [sliceAngle, Function.comp_def] using hlim
```

To read the limit as the quantum partition function \(\operatorname{tr}e^{-\beta H}\) takes one more step, done here in prose: \(a\sigma_x+b\sigma_z\) is traceless and squares to \(a^2+b^2\), so its eigenvalues are \(\pm\sqrt{a^2+b^2}\).

## The classical ring

Inserting intermediate states turns the trace into a sum over closed paths:
\[\operatorname{tr}M^{m+1}=\sum_{s_0,\dots,s_m}M_{s_0s_1}M_{s_1s_2}\cdots M_{s_ms_0}.\]
The proof builds open paths by induction (`hpath`) and then closes them with a column of \(M\).

```lean
/-- The trace of a matrix power is a sum over closed paths of intermediate states. -/
theorem trace_pow_eq_ring_sum (M : Matrix (Fin 2) (Fin 2) ℝ) (m : ℕ) :
    (M ^ (m + 1)).trace = ∑ s : Fin (m + 1) → Fin 2, ∏ j, M (s j) (s (j + 1)) := by
  have hcons : ∀ (k : ℕ) (F : (Fin (k + 1) → Fin 2) → ℝ),
      ∑ s, F s = ∑ i, ∑ t : Fin k → Fin 2, F (Fin.cons i t) := by
    intro k F
    rw [← (Fin.consEquiv (fun _ => Fin 2)).sum_comp F, Fintype.sum_prod_type]
    rfl
  -- open paths starting at i
  have hpath : ∀ (g : Fin 2 → ℝ) (k : ℕ) (i : Fin 2), (M ^ k *ᵥ g) i =
      ∑ t : Fin k → Fin 2, (∏ j, M ((Fin.cons i t : Fin (k + 1) → Fin 2) j.castSucc) (t j))
        * g ((Fin.cons i t : Fin (k + 1) → Fin 2) (Fin.last k)) := by
    intro g k
    induction k with
    | zero =>
      intro i
      rw [pow_zero, Matrix.one_mulVec, Fintype.sum_unique, Fin.prod_univ_zero, one_mul]
      rfl
    | succ k ih =>
      intro i
      rw [pow_succ', ← Matrix.mulVec_mulVec, hcons]
      change ∑ l, M i l * (M ^ k *ᵥ g) l = _
      refine Finset.sum_congr rfl fun l _ => ?_
      rw [ih l, Finset.mul_sum]
      refine Finset.sum_congr rfl fun t _ => ?_
      rw [Fin.prod_univ_succ, ← mul_assoc]
      rfl
  -- close the path
  rw [pow_succ, hcons]
  change ∑ i, (M ^ m *ᵥ fun k => M k i) i = _
  refine Finset.sum_congr rfl fun i _ => ?_
  rw [hpath]
  refine Finset.sum_congr rfl fun t _ => ?_
  rw [Fin.prod_univ_castSucc]
  simp only [Fin.coeSucc_eq_succ, Fin.last_add_one, Fin.cons_succ, Fin.cons_zero]
```

Put \(A=\sqrt{\sinh x\cosh x}\) with \(x>0\). Since \(e^{-2K}=\tanh x\), we have \(Ae^{K}=\cosh x\) and \(Ae^{-K}=\sinh x\). Every slice element is thus
\[A\exp\big(K\,\mathrm{spin}(i)\,\mathrm{spin}(k)+y\,\mathrm{spin}(k)\big).\]

```lean
/-- For `x > 0` each matrix element of a slice is a constant times a Boltzmann factor of two
neighbouring classical spins. -/
theorem slice_apply {x : ℝ} (hx : 0 < x) (y : ℝ) (i k : Fin 2) :
    slice x y i k = Real.sqrt (Real.sinh x * Real.cosh x)
      * Real.exp (timeCoupling x * (spin i * spin k) + y * spin k) := by
  have hs := Real.sinh_pos_iff.2 hx
  have hc := Real.cosh_pos x
  have hK : timeCoupling x = (Real.log (Real.cosh x) - Real.log (Real.sinh x)) / 2 := by
    rw [timeCoupling, Real.tanh_eq_sinh_div_cosh, Real.log_div hs.ne' hc.ne']
    ring
  have hA : Real.sqrt (Real.sinh x * Real.cosh x)
      = Real.exp ((Real.log (Real.sinh x) + Real.log (Real.cosh x)) / 2) := by
    rw [← Real.sqrt_sq (Real.exp_pos ((Real.log (Real.sinh x) + Real.log (Real.cosh x)) / 2)).le,
      sq, ← Real.exp_add, add_halves, Real.exp_add, Real.exp_log hs, Real.exp_log hc]
  have h1 : Real.sqrt (Real.sinh x * Real.cosh x) * Real.exp (timeCoupling x) = Real.cosh x := by
    rw [hA, hK, ← Real.exp_add]
    ring_nf
    exact Real.exp_log hc
  have h2 : Real.sqrt (Real.sinh x * Real.cosh x) * Real.exp (-timeCoupling x) = Real.sinh x := by
    rw [hA, hK, ← Real.exp_add]
    ring_nf
    exact Real.exp_log hs
  rw [slice_eq]
  fin_cases i <;> fin_cases k <;> simp [spin, Real.exp_add, ← mul_assoc, h1, h2]
```

In the product around the ring each spin meets the field once (`hshift`), so the trace equals \(A^{m+1}Z_m(K,y)\).

```lean
/-- For `x > 0` the trace over `m + 1` time slices is, up to a prefactor, the partition function
of a classical Ising ring with coupling `-(1/2) log tanh x` and field `y`. -/
theorem trace_slice_eq_isingRing {x : ℝ} (hx : 0 < x) (y : ℝ) (m : ℕ) :
    (slice x y ^ (m + 1)).trace = Real.sqrt (Real.sinh x * Real.cosh x) ^ (m + 1)
      * isingRing m (timeCoupling x) y := by
  rw [trace_pow_eq_ring_sum, isingRing, Finset.mul_sum]
  refine Finset.sum_congr rfl fun s _ => ?_
  -- translation along the ring leaves the field term unchanged
  have hshift : ∑ j, spin (s (j + 1)) = ∑ j, spin (s j) :=
    Equiv.sum_comp (Equiv.addRight (1 : Fin (m + 1))) (fun j => spin (s j))
  simp_rw [slice_apply hx]
  rw [Finset.prod_mul_distrib, Finset.prod_const, Finset.card_univ, Fintype.card_fin,
    ← Real.exp_sum, Finset.sum_add_distrib, ← Finset.mul_sum, ← Finset.mul_sum, hshift]
```

The condition \(x>0\) can't be relaxed to \(x\ge0\) in the theorem. As \(x\to0^+\) the prefactor vanishes but \(K\) diverges, and their combined effect still gives the trace. At \(x=0\) itself Lean sets \(\log 0=0\), so \(K=0\) and the right-hand side is zero, while the trace is \(2\cosh((m+1)y)>0\).

Setting \(n=m+1\) carries the limit over to the rings. Their coupling grows without bound and their field tends to zero, so this is not the thermodynamic limit of a ring at fixed coupling.

```lean
/-- For `a > 0` the rescaled partition functions of classical Ising rings with `m + 1` sites,
coupling `-(1/2) log tanh(a/(m+1))` and field `b/(m+1)` tend to `2 cosh √(a² + b²)`. -/
theorem tendsto_isingRing {a : ℝ} (ha : 0 < a) (b : ℝ) :
    Tendsto (fun m : ℕ =>
      Real.sqrt (Real.sinh (a / (m + 1)) * Real.cosh (a / (m + 1))) ^ (m + 1)
        * isingRing m (timeCoupling (a / (m + 1))) (b / (m + 1))) atTop
      (𝓝 (2 * Real.cosh (Real.sqrt (a ^ 2 + b ^ 2)))) := by
  refine ((tendsto_trace_slices a b).comp (tendsto_add_atTop_nat 1)).congr fun m => ?_
  have hm : 0 < a / ((m : ℝ) + 1) := by positivity
  rw [← trace_slice_eq_isingRing hm]
  simp only [Function.comp_apply, Nat.cast_add, Nat.cast_one]

end

end QuantumClassicalSpin
```

```lean
#print axioms QuantumClassicalSpin.tendsto_trace_slices
#print axioms QuantumClassicalSpin.tendsto_isingRing
```

```
'QuantumClassicalSpin.tendsto_trace_slices' depends on axioms: [propext, Classical.choice, Quot.sound]
'QuantumClassicalSpin.tendsto_isingRing' depends on axioms: [propext, Classical.choice, Quot.sound]
```

## Ten slices in numbers

For \(a=b=1\) and \(n=10\), the ring has ten sites, coupling \(K=-\tfrac12\log\tanh0.1\approx1.153\) and field \(0.1\). The trace is about \(4.361\), against the limit \(2\cosh\sqrt2\approx4.356\). Discrete-time path-integral Monte Carlo for an Ising model in a uniform transverse field can use the same formula for the coupling along imaginary time at every spin; the result here concerns a single spin without interactions.
